# The eigenvalue spread of a Hermitian matrix is at least twice the root of the summed squared off-diagonal elements in any row

Orthonormal local orbitals $m, l$ and energy levels $k$ are labelled by the same finite index type `n`, and the Hamiltonian is $H = U\,\mathrm{diag}(e)\,U^\dagger$, where the columns of the unitary matrix $U$ are the eigenstates and the numbers $e_k$ are their real energies. The density of states projected on orbital $m$ has weight $w_{mk} = |U_{mk}|^2$ at energy $e_k$, and the bandwidth is the highest level minus the lowest, $e_{\max} - e_{\min}$.

```lean
import Mathlib

open Matrix

namespace ProjectedDensityOfStates

noncomputable section

variable {n : Type*} [Fintype n] [DecidableEq n]

/-- The product `U * diagonal e * Uᴴ`. When `U` is unitary, this is the Hamiltonian whose
eigenstates are the columns of `U`, with levels `e`. -/
def hamiltonian (U : Matrix n n ℂ) (e : n → ℝ) : Matrix n n ℂ :=
  U * diagonal (fun k => (e k : ℂ)) * Uᴴ

/-- The weight of local orbital `m` in eigenstate `k`. -/
def weight (U : Matrix n n ℂ) (m k : n) : ℝ := ‖U m k‖ ^ 2

/-- The `p`-th energy moment of the density of states projected on orbital `m`. -/
def localMoment (U : Matrix n n ℂ) (e : n → ℝ) (p : ℕ) (m : n) : ℝ :=
  ∑ k, weight U m k * e k ^ p

/-- The energy variance of the density of states projected on orbital `m`. -/
def localVariance (U : Matrix n n ℂ) (e : n → ℝ) (m : n) : ℝ :=
  ∑ k, weight U m k * (e k - localMoment U e 1 m) ^ 2

/-- The distance between the highest and the lowest level. -/
def bandwidth (e : n → ℝ) : ℝ := (⨆ k, e k) - ⨅ k, e k

/-- An amplitude times its conjugate is its squared modulus. -/
theorem mul_star_eq (z : ℂ) : z * star z = ((‖z‖ ^ 2 : ℝ) : ℂ) := by
  rw [← Complex.normSq_eq_norm_sq]
  exact Complex.mul_conj z

/-- The weights are doubly stochastic: they are nonnegative, and they sum to one over the
eigenstates for each orbital and over the orbitals for each eigenstate. -/
theorem weight_doubly_stochastic {U : Matrix n n ℂ} (hU : U ∈ unitaryGroup n ℂ) :
    (∀ m k, 0 ≤ weight U m k) ∧ (∀ m, ∑ k, weight U m k = 1) ∧
      ∀ k, ∑ m, weight U m k = 1 := by
  refine ⟨fun m k => sq_nonneg _, fun m => ?_, fun k => ?_⟩
  · have h : (U * star U) m m = 1 := by
      rw [mem_unitaryGroup_iff.mp hU, Matrix.one_apply_eq]
    rw [Matrix.mul_apply] at h
    apply Complex.ofReal_injective
    rw [Complex.ofReal_sum, Complex.ofReal_one]
    refine Eq.trans (Finset.sum_congr rfl fun k _ => ?_) h
    exact (mul_star_eq (U m k)).symm
  · have h : (star U * U) k k = 1 := by
      rw [mem_unitaryGroup_iff'.mp hU, Matrix.one_apply_eq]
    rw [Matrix.mul_apply] at h
    apply Complex.ofReal_injective
    rw [Complex.ofReal_sum, Complex.ofReal_one]
    refine Eq.trans (Finset.sum_congr rfl fun m _ => ?_) h
    exact (mul_star_eq (U m k)).symm.trans (mul_comm _ _)

/-- Each matrix element of the Hamiltonian is a sum over eigenstates. -/
theorem hamiltonian_apply (U : Matrix n n ℂ) (e : n → ℝ) (m l : n) :
    hamiltonian U e m l = ∑ k, U m k * (e k : ℂ) * star (U l k) := by
  rw [hamiltonian, Matrix.mul_apply]
  refine Finset.sum_congr rfl fun k _ => ?_
  rw [Matrix.mul_diagonal, Matrix.conjTranspose_apply]

/-- A power of the Hamiltonian has the same eigenstates, with each level raised to that power. -/
theorem hamiltonian_pow {U : Matrix n n ℂ} (hU : U ∈ unitaryGroup n ℂ) (e : n → ℝ) (p : ℕ) :
    hamiltonian U e ^ p = hamiltonian U (fun k => e k ^ p) := by
  have h : Uᴴ * U = 1 := mem_unitaryGroup_iff'.mp hU
  induction p with
  | zero =>
    simp only [pow_zero, hamiltonian, Complex.ofReal_one, Matrix.diagonal_one, mul_one]
    exact (mem_unitaryGroup_iff.mp hU).symm
  | succ p ih =>
    have hd : diagonal (fun k => ((e k ^ (p + 1) : ℝ) : ℂ)) =
        diagonal (fun k => ((e k ^ p : ℝ) : ℂ)) * diagonal (fun k => (e k : ℂ)) := by
      simp [Matrix.diagonal_mul_diagonal, pow_succ]
    rw [pow_succ, ih]
    -- the inner factor `Uᴴ * U` cancels
    simp only [hamiltonian, hd, Matrix.mul_assoc]
    rw [← Matrix.mul_assoc Uᴴ U, h, Matrix.one_mul]

/-- The `p`-th local moment is the diagonal element of the `p`-th power of the Hamiltonian. -/
theorem pow_apply_eq_localMoment {U : Matrix n n ℂ} (hU : U ∈ unitaryGroup n ℂ)
    (e : n → ℝ) (p : ℕ) (m : n) :
    (hamiltonian U e ^ p) m m = (localMoment U e p m : ℂ) := by
  rw [hamiltonian_pow hU, hamiltonian_apply, localMoment, Complex.ofReal_sum]
  refine Finset.sum_congr rfl fun k _ => ?_
  rw [Complex.ofReal_mul, weight, ← mul_star_eq]
  ring

/-- The local variance is the second local moment minus the square of the first. -/
theorem localVariance_eq_moments {U : Matrix n n ℂ} (hU : U ∈ unitaryGroup n ℂ)
    (e : n → ℝ) (m : n) :
    localVariance U e m = localMoment U e 2 m - localMoment U e 1 m ^ 2 := by
  have h : ∀ μ : ℝ, ∑ k, weight U m k * (e k - μ) ^ 2 =
      localMoment U e 2 m - 2 * μ * localMoment U e 1 m + μ ^ 2 * ∑ k, weight U m k := by
    intro μ
    simp only [localMoment, Finset.mul_sum, ← Finset.sum_sub_distrib, ← Finset.sum_add_distrib]
    refine Finset.sum_congr rfl fun k _ => ?_
    ring
  rw [localVariance, h, (weight_doubly_stochastic hU).2.1 m]
  ring

/-- The local variance is the sum of the squared couplings of orbital `m` to all others. -/
theorem localVariance_eq_couplings {U : Matrix n n ℂ} (hU : U ∈ unitaryGroup n ℂ)
    (e : n → ℝ) (m : n) :
    localVariance U e m = ∑ l ∈ Finset.univ.erase m, ‖hamiltonian U e m l‖ ^ 2 := by
  have hstar : ∀ l, hamiltonian U e l m = star (hamiltonian U e m l) := by
    intro l
    rw [hamiltonian_apply, hamiltonian_apply, star_sum]
    refine Finset.sum_congr rfl fun k _ => ?_
    have he : star (e k : ℂ) = (e k : ℂ) := Complex.conj_ofReal _
    rw [star_mul', star_mul', star_star, he]
    ring
  -- the second moment sums the products of couplings along two-step paths from `m` back to `m`
  have h2 : localMoment U e 2 m = ∑ l, ‖hamiltonian U e m l‖ ^ 2 := by
    apply Complex.ofReal_injective
    rw [← pow_apply_eq_localMoment hU, pow_two, Matrix.mul_apply, Complex.ofReal_sum]
    refine Finset.sum_congr rfl fun l _ => ?_
    rw [hstar l, mul_star_eq]
  have h1 : ‖hamiltonian U e m m‖ ^ 2 = localMoment U e 1 m ^ 2 := by
    have h := pow_apply_eq_localMoment hU e 1 m
    rw [pow_one] at h
    rw [h, Complex.norm_real, Real.norm_eq_abs, sq_abs]
  have hs : ‖hamiltonian U e m m‖ ^ 2 +
      ∑ l ∈ Finset.univ.erase m, ‖hamiltonian U e m l‖ ^ 2 =
      ∑ l, ‖hamiltonian U e m l‖ ^ 2 :=
    Finset.add_sum_erase Finset.univ
      (fun l => ‖hamiltonian U e m l‖ ^ 2) (Finset.mem_univ m)
  rw [localVariance_eq_moments hU, h2]
  linarith

/-- The bandwidth is at least twice the root of the summed squared couplings of any orbital. -/
theorem two_sqrt_couplings_le_bandwidth {U : Matrix n n ℂ} (hU : U ∈ unitaryGroup n ℂ)
    (e : n → ℝ) (m : n) :
    2 * √(∑ l ∈ Finset.univ.erase m, ‖hamiltonian U e m l‖ ^ 2) ≤ bandwidth e := by
  have key : ∀ a b : ℝ, (∀ k, a ≤ e k) → (∀ k, e k ≤ b) →
      localVariance U e m ≤ ((b - a) / 2) ^ 2 := by
    intro a b ha hb
    -- average the nonnegative product of distances to the band edges
    have hpos : 0 ≤ ∑ k, weight U m k * ((b - e k) * (e k - a)) :=
      Finset.sum_nonneg fun k _ => mul_nonneg (sq_nonneg _)
        (mul_nonneg (sub_nonneg.mpr (hb k)) (sub_nonneg.mpr (ha k)))
    have hexp : ∑ k, weight U m k * ((b - e k) * (e k - a)) =
        (a + b) * localMoment U e 1 m - localMoment U e 2 m - a * b * ∑ k, weight U m k := by
      simp only [localMoment, Finset.mul_sum, ← Finset.sum_sub_distrib]
      refine Finset.sum_congr rfl fun k _ => ?_
      ring
    rw [hexp, (weight_doubly_stochastic hU).2.1 m] at hpos
    rw [localVariance_eq_moments hU]
    nlinarith [sq_nonneg (localMoment U e 1 m - (a + b) / 2)]
  have ha : ∀ k, (⨅ k, e k) ≤ e k := fun k => ciInf_le (Set.finite_range e).bddBelow k
  have hb : ∀ k, e k ≤ ⨆ k, e k := fun k => le_ciSup (Set.finite_range e).bddAbove k
  have h0 : 0 ≤ ((⨆ k, e k) - ⨅ k, e k) / 2 := by linarith [ha m, hb m]
  have hr := Real.sqrt_le_iff.mpr ⟨h0, key _ _ ha hb⟩
  rw [← localVariance_eq_couplings hU, bandwidth]
  linarith

/-- For every Hermitian matrix, the spread of its eigenvalues is at least twice the root of the
summed squared off-diagonal elements in any row. -/
theorem hermitian_bandwidth_bound {H : Matrix n n ℂ} (hH : H.IsHermitian) (m : n) :
    2 * √(∑ l ∈ Finset.univ.erase m, ‖H m l‖ ^ 2) ≤ bandwidth hH.eigenvalues := by
  have hs : hamiltonian (hH.eigenvectorUnitary : Matrix n n ℂ) hH.eigenvalues = H := by
    have h := hH.spectral_theorem
    rw [Unitary.conjStarAlgAut_apply] at h
    exact h.symm
  have h := two_sqrt_couplings_le_bandwidth hH.eigenvectorUnitary.2 hH.eigenvalues m
  rwa [hs] at h

/-- A symmetric dimer with on-site energy `a` and hopping `t` attains equality in the
bandwidth bound. -/
theorem dimer_attains_bound (a t s : ℝ) (hs : s ^ 2 = 1 / 2) :
    let U : Matrix (Fin 2) (Fin 2) ℂ := !![(s : ℂ), s; s, -s]
    let e : Fin 2 → ℝ := ![a + t, a - t]
    U ∈ unitaryGroup (Fin 2) ℂ ∧ hamiltonian U e = !![(a : ℂ), t; t, a] ∧
      2 * √(∑ l ∈ Finset.univ.erase 0, ‖hamiltonian U e 0 l‖ ^ 2) = bandwidth e := by
  intro U e
  have hc : (s : ℂ) ^ 2 = 1 / 2 := by
    rw [← Complex.ofReal_pow, hs]
    norm_num
  have hU : U ∈ unitaryGroup (Fin 2) ℂ := by
    rw [mem_unitaryGroup_iff]
    ext i j
    fin_cases i <;> fin_cases j <;>
      simp [U, Matrix.mul_apply, Fin.sum_univ_two, Matrix.star_apply]
    all_goals linear_combination 2 * hc
  have hH : hamiltonian U e = !![(a : ℂ), t; t, a] := by
    ext i j
    fin_cases i <;> fin_cases j <;> simp [U, e, hamiltonian_apply, Fin.sum_univ_two]
    all_goals first
      | linear_combination 2 * (a : ℂ) * hc
      | linear_combination 2 * (t : ℂ) * hc
  refine ⟨hU, hH, le_antisymm (two_sqrt_couplings_le_bandwidth hU e 0) ?_⟩
  have he : Finset.univ.erase (0 : Fin 2) = {1} := by decide
  have hn : ‖(!![(a : ℂ), t; t, a] : Matrix (Fin 2) (Fin 2) ℂ) 0 1‖ ^ 2 = t ^ 2 := by simp
  rw [hH, he, Finset.sum_singleton, hn, Real.sqrt_sq_eq_abs]
  -- both levels lie within `|t|` of the on-site energy
  have hup : ∀ k, e k ≤ a + |t| := Fin.forall_fin_two.mpr
    ⟨by change a + t ≤ a + |t|; linarith [le_abs_self t],
     by change a - t ≤ a + |t|; linarith [neg_abs_le t]⟩
  have hlo : ∀ k, a - |t| ≤ e k := Fin.forall_fin_two.mpr
    ⟨by change a - |t| ≤ a + t; linarith [neg_abs_le t],
     by change a - |t| ≤ a - t; linarith [le_abs_self t]⟩
  have h1 : (⨆ k, e k) ≤ a + |t| := ciSup_le hup
  have h2 : a - |t| ≤ ⨅ k, e k := le_ciInf hlo
  rw [bandwidth]
  linarith

end

end ProjectedDensityOfStates
```

```lean
#print axioms ProjectedDensityOfStates.hermitian_bandwidth_bound
#print axioms ProjectedDensityOfStates.dimer_attains_bound
```

```
'ProjectedDensityOfStates.hermitian_bandwidth_bound' depends on axioms: [propext, Classical.choice, Quot.sound]
'ProjectedDensityOfStates.dimer_attains_bound' depends on axioms: [propext, Classical.choice, Quot.sound]
```

## Weights, moments and couplings in the Lean statements

The projected density of states is a set of sharp peaks, $\sum_k w_{mk}\,\delta(E - e_k)$. The Lean code represents it by its weights and energies, which is all that moments require. `weight U m k` is $w_{mk}$, and `localMoment U e p m` is the $p$-th moment $\mu_p = \sum_k w_{mk} e_k^p$ for a natural number $p$. `localVariance U e m` is the mean squared deviation from $\mu_1$, and `bandwidth e` is the supremum of the levels minus their infimum. In the bounds an orbital `m` is given, so there is at least one level, and the supremum and infimum are the largest and smallest energies.

The orbitals are taken to be orthonormal. The hypothesis `U ∈ unitaryGroup n ℂ` then says that the eigenstates form an orthonormal basis of the space spanned by the orbitals. Under it the theorems state the following.

- `weight_doubly_stochastic`: the weights are nonnegative, each orbital's weights sum to one over the levels, and each eigenstate's weights sum to one over the orbitals.
- `pow_apply_eq_localMoment`: $(H^p)_{mm} = \mu_p$.
- `localVariance_eq_couplings`: the variance is $\sum_{l \neq m} |H_{ml}|^2$. The condition $l \neq m$ is written `Finset.univ.erase m`.
- `two_sqrt_couplings_le_bandwidth`: $2\sqrt{\sum_{l \neq m} |H_{ml}|^2} \le e_{\max} - e_{\min}$.

`hermitian_bandwidth_bound` gives the same inequality for any Hermitian matrix and its eigenvalues, with no $U$ to supply. `dimer_attains_bound` exhibits a two-orbital Hamiltonian for which it is an equality.

## What the bound says about a tight-binding model

In a finite one-electron model with orthonormal orbitals, a single row of the Hamiltonian gives a lower limit on the spread of the levels without any diagonalisation. The on-site energy $H_{mm}$ is the mean energy of the local density of states, and the hoppings out of $m$ fix its standard deviation. An orbital coupled to exactly $z$ other orbitals, each by a hopping of magnitude $|t|$, has a local variance of $z |t|^2$, so the bandwidth is at least $2\sqrt{z}\,|t|$. The actual bandwidth can be larger: a ring of four orbitals with equal on-site energies and the same real hopping $t$ between neighbours has bandwidth $4|t|$, while the bound gives $2\sqrt{2}\,|t|$.

The model has no overlap matrix. For a non-orthogonal atomic-orbital basis the couplings in the bound are those of the Hamiltonian after transformation to an orthonormal basis. Infinite crystals and artificial broadening of the peaks are also absent.

## From unitarity to the moments

The two sum rules are the diagonal elements of $UU^\dagger = 1$ and $U^\dagger U = 1$:

$$\sum_k |U_{mk}|^2 = (UU^\dagger)_{mm} = 1, \qquad \sum_m |U_{mk}|^2 = (U^\dagger U)_{kk} = 1.$$

In Lean the weights are real and the matrix products complex, so the proof uses `Complex.ofReal_injective` to compare both sides as complex numbers, and `mul_star_eq` to turn $z z^*$ into $|z|^2$.

For the powers, write $E = \mathrm{diag}(e)$. At $p = 0$ the claim $H^p = U E^p U^\dagger$ reads $1 = UU^\dagger$. If it holds for $p$, then

$$H^{p+1} = U E^p\,(U^\dagger U)\,E\,U^\dagger = U E^{p+1} U^\dagger.$$

This is the induction in `hamiltonian_pow`. `hamiltonian_apply` supplies the matrix elements $H_{ml} = \sum_k U_{mk}\, e_k\, U_{lk}^*$. Applied to the $p$-th power with $l = m$, it gives

$$(H^p)_{mm} = \sum_k U_{mk}\, e_k^p\, U_{mk}^* = \sum_k w_{mk}\, e_k^p = \mu_p.$$

## The variance as a sum over neighbours

Expanding the square and using $\sum_k w_{mk} = 1$,

$$\sum_k w_{mk}(e_k - \mu_1)^2 = \mu_2 - 2\mu_1^2 + \mu_1^2 = \mu_2 - \mu_1^2.$$

`localVariance_eq_moments` first expands around an arbitrary real number and then sets that number to $\mu_1$.

The second moment is a sum over intermediate orbitals. The energies are real, so $H_{lm} = H_{ml}^*$ (`hstar` in the proof), and

$$\mu_2 = (H^2)_{mm} = \sum_l H_{ml} H_{lm} = \sum_l |H_{ml}|^2.$$

The term $l = m$ is $|H_{mm}|^2 = \mu_1^2$, because $H_{mm} = \mu_1$ is real. Subtracting $\mu_1^2$ removes exactly this term:

$$\mu_2 - \mu_1^2 = \sum_{l \neq m} |H_{ml}|^2.$$

In Lean, `h2` and `h1` are these two evaluations, `hs` splits off the diagonal term, and `linarith` combines them.

## From the variance to the band edges

Every level lies between the edges, so $(e_{\max} - e_k)(e_k - e_{\min}) \ge 0$. Averaging with the weights $w_{mk}$ gives

$$(e_{\max} + e_{\min})\,\mu_1 - \mu_2 - e_{\max} e_{\min} \ge 0.$$

Solving for $\mu_2$, subtracting $\mu_1^2$ and completing the square,

$$\mu_2 - \mu_1^2 \le \left(\frac{e_{\max} - e_{\min}}{2}\right)^2 - \left(\mu_1 - \frac{e_{\max} + e_{\min}}{2}\right)^2 \le \left(\frac{e_{\max} - e_{\min}}{2}\right)^2.$$

The left side is the sum of squared couplings. The bandwidth is nonnegative, so taking the square root and doubling gives the bound.

The Lean proof states this step as `key`, for any lower limit `a` and upper limit `b` on the levels. `hpos` is the averaged inequality, `hexp` its expansion, and `nlinarith` finishes with the square of $\mu_1 - (a+b)/2$ as a hint. The infimum and supremum are then inserted for `a` and `b`.

For a general Hermitian matrix, the spectral theorem provides a unitary matrix of eigenvectors and real eigenvalues with $H = U\,\mathrm{diag}(e)\,U^\dagger$. `hermitian_bandwidth_bound` applies the preceding result to them and rewrites the product back to $H$.

## One orbital, and the dimer that reaches equality

With a single orbital there are no couplings and only one level, so the bound reads $0 \le 0$.

The smallest case with a coupling is the dimer

$$H = \begin{pmatrix} a & t \\ t & a \end{pmatrix}, \qquad U = \begin{pmatrix} s & s \\ s & -s \end{pmatrix}, \qquad s^2 = \tfrac12,$$

where $a$ is the on-site energy and $t$ the real hopping. Its levels are $a + t$ and $a - t$, and which one is lower depends on the sign of $t$. The bandwidth is $2|t|$ and the only coupling in row $0$ is $t$, so both sides of the bound equal $2|t|$. For $t \neq 0$ this rules out any universal factor larger than two.

The proof checks unitarity and the form of $H$ entry by entry, using $s^2 = 1/2$. One direction of the equality is the general bound. For the other, `hup` and `hlo` place both levels between $a - |t|$ and $a + |t|$, so the bandwidth is at most $2|t|$.

## Swapped indices that the sum rules do not reveal

Orbitals and levels share the type `n`, so Lean also accepts `weight U k m` where `weight U m k` is meant. The sum rules do not expose the slip, because rows and columns both sum to one. The dimer does not expose it either, since every doubly stochastic $2 \times 2$ matrix is symmetric. With three orbitals the difference can appear: if $U$ is a cyclic permutation matrix, each orbital is itself an eigenstate, and swapping the indices assigns it the energy of a different level. The identity $(H^p)_{mm} = \mu_p$ at $p = 1$ detects this whenever the two energies differ.
